# The number of three-fermion states at fixed quanta in a one-dimensional oscillator follows from level triples fixed by permutations

One way to diagonalise a Hamiltonian for three spin-1/2 fermions in a one-dimensional harmonic trap starts from a list of determinants built from oscillator orbitals. Knowing how many determinants have a given total number of quanta provides a check on that list. This number follows from three simple counts of ordered level triples.

```lean
import Mathlib

open Finset Polynomial

namespace ThreeFermionOscillator

/-- Three-particle microstates: sets of three distinct spin orbitals (level, spin), with `g` spin
components and `n` oscillator quanta in total. -/
def microstates (g n : ℕ) : Finset (Finset (ℕ × Fin g)) :=
  ((range (n + 1) ×ˢ (univ : Finset (Fin g))).powersetCard 3).filter
    (fun s => ∑ x ∈ s, x.1 = n)

/-- Ordered level triples with `n` quanta in total that are left unchanged by the map `π`. -/
def fixedTriples (n : ℕ) (π : ℕ × ℕ × ℕ → ℕ × ℕ × ℕ) : Finset (ℕ × ℕ × ℕ) :=
  (range (n + 1) ×ˢ range (n + 1) ×ˢ range (n + 1)).filter
    (fun p => p.1 + p.2.1 + p.2.2 = n ∧ π p = p)

/-- The transposition of the first two particles. -/
def transposition (p : ℕ × ℕ × ℕ) : ℕ × ℕ × ℕ := (p.2.1, p.1, p.2.2)

/-- The cyclic permutation of the three particles. -/
def threeCycle (p : ℕ × ℕ × ℕ) : ℕ × ℕ × ℕ := (p.2.1, p.2.2, p.1)

/-- Number of level triples fixed by the identity. -/
def d (n : ℕ) : ℕ := (fixedTriples n id).card

/-- Number of level triples fixed by a transposition. -/
def t (n : ℕ) : ℕ := (fixedTriples n transposition).card

/-- Number of level triples fixed by a 3-cycle. -/
def c (n : ℕ) : ℕ := (fixedTriples n threeCycle).card

/-- The partition function of `k` free fermions on the orbitals `s` with one-particle
weights `x`. -/
def fermionZ {α R : Type*} [CommRing R] (k : ℕ) (s : Finset α) (x : α → R) : R :=
  ∑ u ∈ s.powersetCard k, ∏ i ∈ u, x i

/-- A set of spin orbitals is a microstate exactly when it has three elements and total
level `n`. -/
theorem mem_microstates (g n : ℕ) (s : Finset (ℕ × Fin g)) :
    s ∈ microstates g n ↔ s.card = 3 ∧ ∑ x ∈ s, x.1 = n := by
  simp only [microstates, mem_filter, mem_powersetCard]
  constructor
  · rintro ⟨⟨_, h⟩, h'⟩
    exact ⟨h, h'⟩
  · rintro ⟨h, h'⟩
    refine ⟨⟨fun x hx => ?_, h⟩, h'⟩
    -- no single particle carries more than all the quanta
    have hle : x.1 ≤ ∑ y ∈ s, y.1 :=
      single_le_sum (f := fun y : ℕ × Fin g => y.1) (fun _ _ => Nat.zero_le _) hx
    simp only [mem_product, mem_range, mem_univ, and_true]
    omega

/-- A level triple is counted exactly when its levels add up to `n` and `π` fixes it. -/
theorem mem_fixedTriples (n : ℕ) (π : ℕ × ℕ × ℕ → ℕ × ℕ × ℕ) (p : ℕ × ℕ × ℕ) :
    p ∈ fixedTriples n π ↔ p.1 + p.2.1 + p.2.2 = n ∧ π p = p := by
  simp only [fixedTriples, mem_filter, mem_product, mem_range]
  constructor
  · exact fun h => h.2
  · intro h
    have h1 := h.1
    exact ⟨⟨by omega, by omega, by omega⟩, h⟩

/-- Adding an orbital `a`: it is either empty or occupied by one of the fermions. -/
theorem fermionZ_insert {α R : Type*} [DecidableEq α] [CommRing R] {a : α} {s : Finset α}
    (ha : a ∉ s) (x : α → R) (k : ℕ) :
    fermionZ (k + 1) (insert a s) x = fermionZ (k + 1) s x + x a * fermionZ k s x := by
  have hn : ∀ {j : ℕ} {u : Finset α}, u ∈ s.powersetCard j → a ∉ u :=
    fun hu h => ha ((mem_powersetCard.1 hu).1 h)
  have hdisj : Disjoint (s.powersetCard (k + 1)) ((s.powersetCard k).image (insert a)) := by
    rw [disjoint_left]
    intro u hu hu'
    obtain ⟨v, _, rfl⟩ := mem_image.1 hu'
    exact hn hu (mem_insert_self a v)
  have hinj : Set.InjOn (insert a) (s.powersetCard k : Set (Finset α)) := by
    intro u hu v hv h
    rw [← erase_insert (hn (mem_coe.1 hu)), ← erase_insert (hn (mem_coe.1 hv)), h]
  unfold fermionZ
  rw [powersetCard_succ_insert ha, sum_union hdisj, sum_image hinj, mul_sum]
  congr 1
  exact sum_congr rfl fun u hu => prod_insert (hn hu)

/-- The two-fermion partition function in terms of one-particle power sums. -/
theorem two_fermionZ {α R : Type*} [DecidableEq α] [CommRing R] (s : Finset α) (x : α → R) :
    2 * fermionZ 2 s x = (∑ i ∈ s, x i) ^ 2 - ∑ i ∈ s, x i ^ 2 := by
  induction s using Finset.induction_on with
  | empty =>
    have h0 : powersetCard 2 (∅ : Finset α) = ∅ := powersetCard_eq_empty.2 (by simp)
    simp [fermionZ, h0]
  | insert a s ha ih =>
    have h : fermionZ 2 (insert a s) x = fermionZ 2 s x + x a * fermionZ 1 s x :=
      fermionZ_insert ha x 1
    have h1 : fermionZ 1 s x = ∑ i ∈ s, x i := by simp [fermionZ, powersetCard_one]
    rw [h, h1]
    simp only [sum_insert ha]
    linear_combination ih

/-- The three-fermion partition function in terms of one-particle power sums. -/
theorem three_fermionZ {α R : Type*} [DecidableEq α] [CommRing R] (s : Finset α) (x : α → R) :
    6 * fermionZ 3 s x = (∑ i ∈ s, x i) ^ 3 - 3 * (∑ i ∈ s, x i) * (∑ i ∈ s, x i ^ 2)
      + 2 * ∑ i ∈ s, x i ^ 3 := by
  induction s using Finset.induction_on with
  | empty =>
    have h0 : powersetCard 3 (∅ : Finset α) = ∅ := powersetCard_eq_empty.2 (by simp)
    simp [fermionZ, h0]
  | insert a s ha ih =>
    have h : fermionZ 3 (insert a s) x = fermionZ 3 s x + x a * fermionZ 2 s x :=
      fermionZ_insert ha x 2
    rw [h]
    simp only [sum_insert ha]
    linear_combination ih + 3 * x a * two_fermionZ s x

/-- The coefficient of `X ^ n` in a sum of powers `X ^ w` counts the states with `w = n`. -/
theorem coeff_sum_X {ι : Type*} (Q : Finset ι) (w : ι → ℕ) (n : ℕ) :
    (∑ q ∈ Q, (X : ℤ[X]) ^ w q).coeff n = ((Q.filter (fun q => w q = n)).card : ℤ) := by
  rw [card_filter, Polynomial.finsetSum_coeff, Nat.cast_sum]
  refine sum_congr rfl fun q _ => ?_
  by_cases h : w q = n
  · simp [coeff_X_pow, h]
  · simp [coeff_X_pow, h, Ne.symm h]

/-- Six times the number of microstates is the signed sum of fixed triples over the permutations
of three particles, with one factor `g` for each cycle. -/
theorem six_mul_card_microstates (g n : ℕ) :
    6 * ((microstates g n).card : ℤ) = g ^ 3 * d n - 3 * g ^ 2 * t n + 2 * g * c n := by
  have hd : ((∑ a ∈ range (n + 1), (X : ℤ[X]) ^ a) ^ 3).coeff n = d n := by
    have h : (∑ a ∈ range (n + 1), (X : ℤ[X]) ^ a) ^ 3 =
        ∑ p ∈ range (n + 1) ×ˢ range (n + 1) ×ˢ range (n + 1), X ^ (p.1 + p.2.1 + p.2.2) := by
      simp only [sum_product, pow_add, ← mul_sum, ← sum_mul]
      ring
    rw [h, coeff_sum_X]
    simp [d, fixedTriples]
  have ht : ((∑ a ∈ range (n + 1), (X : ℤ[X]) ^ a) *
      ∑ a ∈ range (n + 1), (X : ℤ[X]) ^ (2 * a)).coeff n = t n := by
    have h : (∑ a ∈ range (n + 1), (X : ℤ[X]) ^ a) * ∑ a ∈ range (n + 1), (X : ℤ[X]) ^ (2 * a) =
        ∑ q ∈ range (n + 1) ×ˢ range (n + 1), X ^ (2 * q.1 + q.2) := by
      simp only [sum_product, pow_add, ← mul_sum, ← sum_mul]
      ring
    rw [h, coeff_sum_X, t]
    congr 1
    apply card_nbij' (fun q => (q.1, q.1, q.2)) (fun p => (p.1, p.2.2))
    · rintro ⟨a, b⟩ h
      simp only [mem_coe, mem_filter, mem_product, mem_range, mem_fixedTriples, transposition,
        and_true] at h ⊢
      omega
    · rintro ⟨a, b, e⟩ h
      simp only [mem_coe, mem_filter, mem_product, mem_range, mem_fixedTriples, transposition,
        Prod.mk.injEq, and_true] at h ⊢
      omega
    · intro q _
      rfl
    · rintro ⟨a, b, e⟩ h
      simp only [mem_coe, mem_fixedTriples, transposition, Prod.mk.injEq, and_true,
        true_and] at h ⊢
      omega
  have hc : (∑ a ∈ range (n + 1), (X : ℤ[X]) ^ (3 * a)).coeff n = c n := by
    rw [coeff_sum_X, c]
    congr 1
    apply card_nbij' (fun a => (a, a, a)) (fun p => p.1)
    · intro a h
      simp only [mem_coe, mem_filter, mem_range, mem_fixedTriples, threeCycle,
        and_true] at h ⊢
      omega
    · rintro ⟨a, b, e⟩ h
      simp only [mem_coe, mem_filter, mem_range, mem_fixedTriples, threeCycle,
        Prod.mk.injEq] at h ⊢
      omega
    · intro a _
      rfl
    · rintro ⟨a, b, e⟩ h
      simp only [mem_coe, mem_fixedTriples, threeCycle, Prod.mk.injEq, true_and] at h ⊢
      omega
  -- each level occurs once for every spin component
  have hs : ∀ k : ℕ, ∑ i ∈ range (n + 1) ×ˢ (univ : Finset (Fin g)), ((X : ℤ[X]) ^ i.1) ^ k =
      (g : ℤ[X]) * ∑ a ∈ range (n + 1), X ^ (k * a) := by
    intro k
    rw [sum_product, mul_sum]
    refine sum_congr rfl fun a _ => ?_
    simp only [sum_const, card_univ, Fintype.card_fin, nsmul_eq_mul]
    rw [← pow_mul, mul_comm a k]
  have hs1 := hs 1
  simp only [pow_one, one_mul] at hs1
  have hz : (fermionZ 3 (range (n + 1) ×ˢ (univ : Finset (Fin g)))
      (fun i => (X : ℤ[X]) ^ i.1)).coeff n = (microstates g n).card := by
    simp only [fermionZ, prod_pow_eq_pow_sum]
    rw [coeff_sum_X, microstates]
  have key := three_fermionZ (range (n + 1) ×ˢ (univ : Finset (Fin g)))
    (fun i => (X : ℤ[X]) ^ i.1)
  rw [hs1, hs 2, hs 3] at key
  -- compare the coefficients of `X ^ n`
  have key2 : C (6 : ℤ) * fermionZ 3 (range (n + 1) ×ˢ (univ : Finset (Fin g)))
      (fun i => (X : ℤ[X]) ^ i.1) =
      C ((g : ℤ) ^ 3) * (∑ a ∈ range (n + 1), X ^ a) ^ 3
      - C (3 * (g : ℤ) ^ 2) * ((∑ a ∈ range (n + 1), X ^ a) * ∑ a ∈ range (n + 1), X ^ (2 * a))
      + C (2 * (g : ℤ)) * ∑ a ∈ range (n + 1), X ^ (3 * a) := by
    simp only [map_mul, map_pow, map_natCast, map_ofNat]
    linear_combination key
  have h := congrArg (fun p : ℤ[X] => p.coeff n) key2
  simpa only [coeff_add, coeff_sub, coeff_C_mul, hz, hd, ht, hc] using h

/-- For `g` spin components the number of microstates is a sum of three products of a spin factor
and a level factor. -/
theorem card_microstates (g n : ℕ) :
    ((microstates g n).card : ℚ) =
      g * (g + 1) * (g + 2) / 6 * ((d n - 3 * t n + 2 * c n) / 6)
      + g * (g ^ 2 - 1) / 3 * ((d n - c n) / 3)
      + g * (g - 1) * (g - 2) / 6 * ((d n + 3 * t n + 2 * c n) / 6) := by
  have h : 6 * ((microstates g n).card : ℚ) = g ^ 3 * d n - 3 * g ^ 2 * t n + 2 * g * c n := by
    exact_mod_cast six_mul_card_microstates g n
  linear_combination h / 6

/-- Three spin-1/2 fermions with `n` oscillator quanta have
`4 (d - 3t + 2c) / 6 + 2 (d - c) / 3` microstates. -/
theorem card_microstates_spin_half (n : ℕ) :
    ((microstates 2 n).card : ℚ) =
      4 * ((d n - 3 * t n + 2 * c n) / 6) + 2 * ((d n - c n) / 3) := by
  have h := card_microstates 2 n
  push_cast at h
  linear_combination h

/-- With a single spin component the number of microstates is `(d - 3t + 2c) / 6`. -/
theorem card_microstates_polarized (n : ℕ) :
    ((microstates 1 n).card : ℚ) = (d n - 3 * t n + 2 * c n) / 6 := by
  have h := card_microstates 1 n
  push_cast at h
  linear_combination h

/-- For 0, 1, 2, 3, 4, 5 quanta, three spin-1/2 fermions have 0, 2, 4, 10, 14, 22 microstates. -/
theorem card_microstates_values :
    (List.range 6).map (fun n => (microstates 2 n).card) = [0, 2, 4, 10, 14, 22] := by
  decide +kernel

end ThreeFermionOscillator
```

```lean
#print axioms ThreeFermionOscillator.three_fermionZ
-- 'ThreeFermionOscillator.three_fermionZ' depends on axioms: [propext, Classical.choice, Quot.sound]
#print axioms ThreeFermionOscillator.card_microstates_spin_half
-- 'ThreeFermionOscillator.card_microstates_spin_half' depends on axioms: [propext, Classical.choice, Quot.sound]
#print axioms ThreeFermionOscillator.card_microstates_polarized
-- 'ThreeFermionOscillator.card_microstates_polarized' depends on axioms: [propext, Classical.choice, Quot.sound]
#print axioms ThreeFermionOscillator.card_microstates_values
-- 'ThreeFermionOscillator.card_microstates_values' depends on axioms: [propext, Classical.choice, Quot.sound]
```

## Determinants, level triples and the counting formula

A spin orbital is a pair (level, spin), with level 0, 1, 2, … and one of g spin components. In Lean it is an element of `ℕ × Fin g`. Three identical fermions occupy three different spin orbitals, and their order carries no information, so a basis determinant is a set of three such pairs. The finset `microstates g n` collects the sets whose levels add up to n. Write N(n) for its size at given g.

The definition only draws on levels up to n, so that it selects from a finite set of candidates. The lemma `mem_microstates` shows that this loses nothing: a set belongs to `microstates g n` exactly when it has three elements and total level n.

The other ingredient ignores spin and the Pauli principle. Take ordered triples of levels with sum n, repetitions allowed, and let permutations act on the three positions:

- d(n) counts all of them, since the identity fixes every triple.
- t(n) counts those fixed by exchanging the first two entries, that is, triples (a, a, b) with 2a + b = n.
- c(n) counts those fixed by a cyclic permutation, that is, triples (a, a, a) with 3a = n.

The theorem `card_microstates_spin_half` says that for g = 2 and every n

N(n) = 4 (d(n) − 3t(n) + 2c(n))/6 + 2 (d(n) − c(n))/3.

The equation is stated in the rational numbers, so the subtractions and divisions have their ordinary meaning. The theorem `card_microstates_values` gives 0, 2, 4, 10, 14, 22 for n = 0, …, 5.

## Quartets and doublets in the two terms

The theorem `card_microstates` holds for any g and has three terms. Each is a spin factor times a level factor:

- g(g+1)(g+2)/6 times (d − 3t + 2c)/6: symmetric spin part, antisymmetric level part.
- g(g²−1)/3 times (d − c)/3: both parts of mixed symmetry.
- g(g−1)(g−2)/6 times (d + 3t + 2c)/6: antisymmetric spin part, symmetric level part.

For g = 2 the spin factors are 4, 2 and 0. The 4 is the multiplicity of total spin S = 3/2, and the 2 is that of S = 1/2. Thus (d − 3t + 2c)/6 is the number of quartets with n quanta and (d − c)/3 the number of doublets. The third term vanishes because two spin components cannot form an antisymmetric state of three particles.

This reading comes from the representation theory of the permutation group, where d, t and c are the traces of the three kinds of permutation on the level triples; the Lean theorems establish the counting equations themselves and define neither total spin nor representations.

The model has one non-degenerate orbital per level and spin component, as in a one-dimensional oscillator. The non-interacting energy is ħω(n + 3/2), with ω the trap frequency, but only the integer n enters the count. An isotropic trap in two or three dimensions has degenerate levels and needs different counts.

## From power sums to fixed triples

Give each orbital i a weight xᵢ, and let Zₖ be the sum, over all sets of k different orbitals, of the product of their weights. Let pₘ be the sum of xᵢᵐ over all orbitals. Then

2Z₂ = p₁² − p₂

6Z₃ = p₁³ − 3p₁p₂ + 2p₃.

Both hold when there are no orbitals, since all terms are zero. Now add an orbital of weight y. It is either empty or occupied, so Zₖ grows by y Zₖ₋₁. For two fermions, the right-hand side grows by

(p₁ + y)² − (p₂ + y²) − (p₁² − p₂) = 2y p₁,

which is 2y Z₁, as required. For three fermions, it grows by

(3p₁²y + 3p₁y² + y³) − 3(p₁y² + y p₂ + y³) + 2y³ = 3y(p₁² − p₂),

which is 6y Z₂ by the two-fermion identity.

Next choose the weight Xᵃ for an orbital on level a, where X is a formal variable. A product of three weights is X raised to the total level, so the coefficient of Xⁿ in Z₃ is N(n). Each level occurs once per spin component, which gives

pₘ = g Σₐ Xᵐᵃ, with a = 0, …, n.

The coefficient of Xⁿ in p₁³ is therefore g³ d(n). In p₁p₂ it is g² t(n), because one factor contributes b and the other 2a. In p₃ it is g c(n). Hence

6N(n) = g³ d(n) − 3g² t(n) + 2g c(n).

There is one power of g for each cycle of the permutation, since particles in the same cycle must share their spin component. The factors 3 and 2 are the numbers of transpositions and of 3-cycles. For g = 2, dividing by 6 gives

N(n) = (4d(n) − 6t(n) + 2c(n))/3,

and expanding the quartet and doublet terms gives the same expression:

(2d − 6t + 4c)/3 + (2d − 2c)/3 = (4d − 6t + 2c)/3.

## The same steps in Lean

`fermionZ` is Zₖ, over any commutative ring. The lemma `fermionZ_insert` proves the empty-or-occupied step by splitting the sets of k + 1 orbitals into those without the new orbital and those with it. It checks that the two families are disjoint and that adding the orbital never merges two different sets.

`two_fermionZ` and `three_fermionZ` are the inductions above. In each, `linear_combination` carries out the expansion in y; in the three-fermion case it uses the induction hypothesis plus 3y times the two-fermion identity.

`coeff_sum_X` turns a coefficient of Xⁿ into a count. Inside `six_mul_card_microstates`, the facts `hd`, `ht` and `hc` identify the three coefficients with d(n), t(n) and c(n). For the last two, `card_nbij'` matches the pair (a, b) with the triple (a, a, b), and the level a with (a, a, a). The fact `hs` supplies the factor g in each power sum, and `hz` identifies the coefficient of Z₃ with the number of microstates. Comparing coefficients in `key2` then gives the equation for 6N(n).

The theorem for general g is a regrouping of that equation, and the cases g = 2 and g = 1 follow by substitution. The six values are obtained separately: `decide +kernel` evaluates the sets of determinants directly, without using the formula.

## The lowest quanta and the size of a truncated basis

At n = 0 the only level triple is (0, 0, 0), so d = t = c = 1 and both terms vanish: two spin components cannot accommodate three fermions on the lowest level. At n = 1 there are three triples, one of them fixed by the exchange and none by the cycle. The formula gives 0 + 2, which is the doublet with two particles on level 0 and one on level 1.

With a single spin component, `card_microstates_polarized` leaves only (d − 3t + 2c)/6. This first becomes nonzero at n = 3, where levels 0, 1 and 2 are filled.

In a program, the three counts have short closed forms:

d(n) = (n + 1)(n + 2)/2

t(n) = ⌊n/2⌋ + 1

c(n) = 1 if 3 divides n, and 0 otherwise.

For three spin-1/2 fermions, an exact-diagonalisation code that keeps all determinants with at most five quanta, for every spin projection, should therefore generate 0 + 2 + 4 + 10 + 14 + 22 = 52 of them. If the generated list has a different length, it is wrong, and this shows before any matrix element is computed. The right length alone does not prove the list correct, since a missing determinant and a duplicated one can compensate. If the interaction added later does not depend on spin, the Hamiltonian separates by total spin, and for one fixed spin projection of 1/2 the 52-dimensional problem contributes a quartet block of size 4 and a doublet block of size 18.
